# A split harmonic potential with unequal sides is not a translated parabola

The split oscillator is a one-dimensional potential made of two half-parabolas that meet at their minimum at the origin, equal to (x/(1+a))² for x ≥ 0 and (x/(1−a))² for x < 0. The theorem says that for real a with |a| < 1 and a ≠ 0, this function is not equal to (x − c)² for any real c. It compares the potentials only, in dimensionless form, and says nothing about their energy levels. The proof supposes the two functions equal and evaluates them at two points: x = 0 should give c = 0, and x = 1 then gives a(2 + a) = 0, which the conditions on a rule out.

An attempt in Lean 4 with a fault in it:

```lean
import Mathlib

open MeasureTheory Set

noncomputable section

namespace SplitOscillatorNotTranslate

/-- Two half-parabolas joined at their common minimum, equally steep only if `a = 0`, with asymmetry
`a` in the domain `|a| < 1`. -/
def splitOscillator (a x : ℝ) : ℝ :=
  if 0 ≤ x then (x / (1 + a)) ^ 2 else (x / (1 - a)) ^ 2

/-- For `|a| < 1` and `a ≠ 0` the split oscillator is not a translate of the parabola `x ^ 2`. -/
theorem splitOscillator_not_translate {a : ℝ} (ha : |a| < 1) (hne : a ≠ 0) (c : ℝ) :
    splitOscillator a ≠ fun x => (x - c) ^ 2 := by
  intro h
  have hp : 0 < 1 + a := by linarith [(abs_lt.1 ha).1]
  -- the minimum fixes `c = 0`, the value at `1` then fixes `a = 0`
  have hc : c = 0 := by
    have := congrFun h 0
    simpa [splitOscillator] using this
  have h1 := congrFun h 1
  simp only [splitOscillator, hc, if_pos (zero_le_one' ℝ)] at h1
  rw [div_pow, div_eq_iff (pow_ne_zero 2 hp.ne')] at h1
  have h2 : a * (2 + a) = 0 := by linear_combination -h1
  rcases mul_eq_zero.1 h2 with h3 | h3
  · exact hne h3
  · linarith

end SplitOscillatorNotTranslate
```

Compiling this gives:

```
Main.lean:22:4: error: Type mismatch: After simplification, term
  this
 has type
  0 = c ^ 2
but is expected to have type
  c = 0
```

Cause. The error is in the step that derives `c = 0` from the values at x = 0. There `simpa` simplifies the hypothesis `this` to `0 = c ^ 2`, which is correct, but goes no further, and this is not the expected `c = 0`. The simplifier can reduce an equation of the form `c ^ 2 = 0` to `c = 0` by the lemma `pow_eq_zero_iff`, but that lemma needs the power on the left and the zero on the right. Here the sides are the other way round, because the split oscillator, whose value at the origin is 0, stands on the left of the assumed equality, and `simp` does not turn the equation round to make the lemma fit.

The repair asks `simpa` only for `0 = c ^ 2`, the form it does reach, and names the result `h0`. Then `h0.symm` swaps the sides, and `pow_eq_zero_iff`, applied explicitly with `two_ne_zero` for the condition that the exponent is not zero, gives `c = 0`.

The change, after which it compiles:

```diff
@@ -19,6 +19,6 @@
   -- the minimum fixes `c = 0`, the value at `1` then fixes `a = 0`
   have hc : c = 0 := by
-    have := congrFun h 0
-    simpa [splitOscillator] using this
+    have h0 : 0 = c ^ 2 := by simpa [splitOscillator] using congrFun h 0
+    exact (pow_eq_zero_iff two_ne_zero).1 h0.symm
   have h1 := congrFun h 1
   simp only [splitOscillator, hc, if_pos (zero_le_one' ℝ)] at h1
```
